# Minimum cost of a composite scheme at a fixed error tolerance

## Question

A composite calculation splits an energy into several contributions and computes each one in its own basis. Raising the basis level of a contribution reduces its truncation error but makes it more expensive. Suppose that contribution $i$, at level $X_i>0$, has error $a_iX_i^{-p}$ and cost $b_iX_i^{q}$, with all of $a_i,b_i,p,q$ positive. If the errors may add up to at most $\varepsilon$, how should the levels be chosen?

I expect the total cost to be at least

$$\varepsilon^{-q/p}\Big(\sum_i a_i^{q/(p+q)}\,b_i^{p/(p+q)}\Big)^{(p+q)/p},$$

with equality at total error $\varepsilon$ exactly when $X_i^{p+q}$ is proportional to $a_i/b_i$. Can this be stated and proved in Lean 4 with Mathlib?

## Answer

Yes. The proof compares each level with its optimal value and needs only the tangent inequality for the exponential.

### Modelling choices

The components are indexed by a finite type `ι`, and the levels are a function `X : ι → ℝ`. The definitions translate as follows:

- `truncError a X p` is the total error $E(X)=\sum_i a_iX_i^{-p}$.
- `cost b X q` is the total cost $C(X)=\sum_i b_iX_i^{q}$.
- `work a b p q` is $S=\sum_i w_i$, where $w_i=a_i^{q/(p+q)}b_i^{p/(p+q)}$.
- `balanced a b p q t` is the choice of levels $Y_i=t\,(a_i/b_i)^{1/(p+q)}$ with a common scale $t$.
- `minCost a b p q eps` is the closed formula $\varepsilon^{-q/p}S^{(p+q)/p}$.

The power laws are assumed, with the same exponents for every component. Errors are positive magnitudes that add, so cancellation between contributions is ignored. Levels are real numbers, whereas basis sets come in discrete steps. The lower bound still applies to integer levels, but they may be unable to reach it.

For composite electronic-structure schemes, the result indicates how to distribute basis-set effort among contributions, as far as these power laws describe their errors and costs.

### Derivation by hand

**One level off balance.** Let $u>0$ and $u\neq1$, and write $u=e^x$ with $x\neq0$. Since $e^y>1+y$ for $y\ne0$,

$$p\,u^q+q\,u^{-p}=p\,e^{qx}+q\,e^{-px}>p(1+qx)+q(1-px)=p+q.$$

**Balanced levels.** For $t>0$, inserting $Y_i$ gives

$$a_iY_i^{-p}=t^{-p}a_i^{1-p/(p+q)}b_i^{p/(p+q)}=t^{-p}w_i,$$

$$b_iY_i^{q}=t^{q}a_i^{q/(p+q)}b_i^{1-q/(p+q)}=t^{q}w_i.$$

Summing, $E(Y)=t^{-p}S$ and $C(Y)=t^qS$. Each component therefore takes the same fraction $w_i/S$ of the error and of the cost.

**Comparison.** Write any positive levels as $X_i=Y_iu_i$. Then

$$p\,b_iX_i^q+q\,t^{p+q}a_iX_i^{-p}=t^qw_i\,(p\,u_i^q+q\,u_i^{-p})\ge(p+q)\,t^qw_i,$$

with equality only for $u_i=1$. Summing over $i$,

$$p\,C(X)+q\,t^{p+q}E(X)\ge(p+q)\,t^qS,$$

strictly unless $X=Y$. If $E(X)\le E(Y)=t^{-p}S$, the error term on the left is at most $q\,t^qS$, so $C(X)\ge t^qS=C(Y)$, again strictly unless $X=Y$.

**Choice of scale.** Take $t=(S/\varepsilon)^{1/p}$. Then $E(Y)=\varepsilon$ and

$$C(Y)=(S/\varepsilon)^{q/p}S=\varepsilon^{-q/p}S^{(p+q)/p}.$$

This proves the bound and shows that it is attained.

**Proportionality.** Let $E(X)=\varepsilon$. If $X$ has the minimum cost, strictness forces $X=Y$, hence $X_i^{p+q}=t^{p+q}a_i/b_i$. Conversely, if $X_i^{p+q}=c\,a_i/b_i$, then $c>0$ and $X$ is balanced with scale $s=c^{1/(p+q)}$. Its error is $s^{-p}S=\varepsilon=t^{-p}S$, so $s=t$ and the cost is minimal.

**Tighter tolerance.** Since $(\varepsilon/k)^{-q/p}=k^{q/p}\varepsilon^{-q/p}$, dividing the tolerance by $k$ multiplies the minimum cost by $k^{q/p}$.

### The Lean file

```lean
import Mathlib

open Finset

namespace CompositeSchemeCost

noncomputable section

variable {ι : Type*} [Fintype ι]

/-- Total error of a composite scheme whose component `i` is treated at level `X i`. -/
def truncError (a X : ι → ℝ) (p : ℝ) : ℝ := ∑ i, a i * X i ^ (-p)

/-- Total cost of a composite scheme whose component `i` is treated at level `X i`. -/
def cost (b X : ι → ℝ) (q : ℝ) : ℝ := ∑ i, b i * X i ^ q

/-- The sum over components of the weighted geometric means of error and cost prefactors. -/
def work (a b : ι → ℝ) (p q : ℝ) : ℝ :=
  ∑ i, a i ^ (q / (p + q)) * b i ^ (p / (p + q))

/-- Balanced levels: a common scale `t` times `(a i / b i) ^ (1 / (p + q))`. -/
def balanced (a b : ι → ℝ) (p q t : ℝ) : ι → ℝ :=
  fun i => t * (a i / b i) ^ (1 / (p + q))

/-- The closed formula for the cost at error tolerance `eps`. -/
def minCost (a b : ι → ℝ) (p q eps : ℝ) : ℝ :=
  eps ^ (-q / p) * work a b p q ^ ((p + q) / p)

/-- The sum of weighted prefactors is positive when there is at least one component. -/
theorem work_pos [Nonempty ι] {a b : ι → ℝ} (ha : ∀ i, 0 < a i) (hb : ∀ i, 0 < b i)
    (p q : ℝ) : 0 < work a b p q := by
  unfold work
  exact Finset.sum_pos (fun i _ => mul_pos (Real.rpow_pos_of_pos (ha i) _)
    (Real.rpow_pos_of_pos (hb i) _)) Finset.univ_nonempty

/-- Changing a level by a factor `u ≠ 1` strictly raises the weighted sum of relative cost
and relative error above its value at `u = 1`. -/
theorem detuning_penalty {p q u : ℝ} (hp : 0 < p) (hq : 0 < q) (hu : 0 < u) (h : u ≠ 1) :
    p + q < p * u ^ q + q * u ^ (-p) := by
  obtain ⟨x, rfl⟩ : ∃ x, Real.exp x = u := ⟨Real.log u, Real.exp_log hu⟩
  have hx : x ≠ 0 := by
    rintro rfl
    exact h Real.exp_zero
  rw [← Real.exp_mul, ← Real.exp_mul]
  -- the exponential lies strictly above its tangent at zero
  have h1 := Real.add_one_lt_exp (mul_ne_zero hx hq.ne')
  have h2 := Real.add_one_lt_exp (mul_ne_zero hx (neg_ne_zero.mpr hp.ne'))
  nlinarith [mul_lt_mul_of_pos_left h1 hp, mul_lt_mul_of_pos_left h2 hq]

/-- Error and cost of a single component at its balanced level. -/
theorem component_balanced {a b t p q : ℝ} (ha : 0 < a) (hb : 0 < b) (ht : 0 < t)
    (hp : 0 < p) (hq : 0 < q) :
    a * (t * (a / b) ^ (1 / (p + q))) ^ (-p)
        = t ^ (-p) * (a ^ (q / (p + q)) * b ^ (p / (p + q))) ∧
      b * (t * (a / b) ^ (1 / (p + q))) ^ q
        = t ^ q * (a ^ (q / (p + q)) * b ^ (p / (p + q))) := by
  have hpq : p + q ≠ 0 := (add_pos hp hq).ne'
  obtain ⟨α, rfl⟩ : ∃ x, Real.exp x = a := ⟨Real.log a, Real.exp_log ha⟩
  obtain ⟨β, rfl⟩ : ∃ x, Real.exp x = b := ⟨Real.log b, Real.exp_log hb⟩
  obtain ⟨τ, rfl⟩ : ∃ x, Real.exp x = t := ⟨Real.log t, Real.exp_log ht⟩
  simp only [← Real.exp_sub, ← Real.exp_mul, ← Real.exp_add]
  constructor
  · congr 1
    field_simp
    ring
  · congr 1
    field_simp
    ring

/-- For one component, the Lagrangian combination of cost and error is strictly larger at
any level other than the balanced one. -/
theorem component_lagrangian {a b t x p q : ℝ} (ha : 0 < a) (hb : 0 < b) (ht : 0 < t)
    (hx : 0 < x) (hp : 0 < p) (hq : 0 < q) (h : x ≠ t * (a / b) ^ (1 / (p + q))) :
    (p + q) * (t ^ q * (a ^ (q / (p + q)) * b ^ (p / (p + q))))
      < p * (b * x ^ q) + q * (t ^ (p + q) * (a * x ^ (-p))) := by
  obtain ⟨c1, c2⟩ := component_balanced ha hb ht hp hq
  have hy : 0 < t * (a / b) ^ (1 / (p + q)) := by positivity
  have hw : 0 < t ^ q * (a ^ (q / (p + q)) * b ^ (p / (p + q))) := by positivity
  have ht2 : t ^ (p + q) * t ^ (-p) = t ^ q := by
    rw [← Real.rpow_add ht]
    congr 1
    ring
  generalize t * (a / b) ^ (1 / (p + q)) = y at *
  generalize a ^ (q / (p + q)) * b ^ (p / (p + q)) = w at *
  -- measure the level in units of its balanced value
  obtain ⟨u, hu, rfl⟩ : ∃ u, 0 < u ∧ x = y * u :=
    ⟨x / y, div_pos hx hy, (mul_div_cancel₀ x hy.ne').symm⟩
  have hu1 : u ≠ 1 := by
    rintro rfl
    exact h (mul_one y)
  have key := mul_lt_mul_of_pos_left (detuning_penalty hp hq hu hu1) hw
  have h1 : b * (y * u) ^ q = t ^ q * w * u ^ q := by
    rw [Real.mul_rpow hy.le hu.le, ← mul_assoc, c2]
  have h2 : t ^ (p + q) * (a * (y * u) ^ (-p)) = t ^ q * w * u ^ (-p) := by
    rw [Real.mul_rpow hy.le hu.le, ← mul_assoc a, c1, ← ht2]
    ring
  rw [h1, h2]
  linarith

/-- Total error and total cost of the balanced levels with common scale `t`. -/
theorem balanced_error_cost {a b : ι → ℝ} {p q t : ℝ} (ha : ∀ i, 0 < a i)
    (hb : ∀ i, 0 < b i) (hp : 0 < p) (hq : 0 < q) (ht : 0 < t) :
    truncError a (balanced a b p q t) p = t ^ (-p) * work a b p q ∧
      cost b (balanced a b p q t) q = t ^ q * work a b p q := by
  unfold truncError cost work balanced
  rw [Finset.mul_sum, Finset.mul_sum]
  exact ⟨Finset.sum_congr rfl fun i _ => (component_balanced (ha i) (hb i) ht hp hq).1,
    Finset.sum_congr rfl fun i _ => (component_balanced (ha i) (hb i) ht hp hq).2⟩

/-- Any other choice of levels whose error does not exceed that of the balanced levels
costs strictly more. -/
theorem balanced_strictly_cheapest {a b X : ι → ℝ} {p q t : ℝ} (ha : ∀ i, 0 < a i)
    (hb : ∀ i, 0 < b i) (hp : 0 < p) (hq : 0 < q) (ht : 0 < t) (hX : ∀ i, 0 < X i)
    (hE : truncError a X p ≤ truncError a (balanced a b p q t) p)
    (hne : X ≠ balanced a b p q t) :
    cost b (balanced a b p q t) q < cost b X q := by
  obtain ⟨e1, e2⟩ := balanced_error_cost ha hb hp hq ht
  rw [e1] at hE
  rw [e2]
  have ht2 : t ^ (p + q) * t ^ (-p) = t ^ q := by
    rw [← Real.rpow_add ht]
    congr 1
    ring
  obtain ⟨j, hj⟩ := Function.ne_iff.mp hne
  -- add up the component inequalities, at least one of which is strict
  have hsum : ∑ i, (p + q) * (t ^ q * (a i ^ (q / (p + q)) * b i ^ (p / (p + q))))
      < ∑ i, (p * (b i * X i ^ q) + q * (t ^ (p + q) * (a i * X i ^ (-p)))) := by
    refine Finset.sum_lt_sum (fun i _ => ?_) ⟨j, Finset.mem_univ j,
      component_lagrangian (ha j) (hb j) ht (hX j) hp hq hj⟩
    by_cases h : X i = t * (a i / b i) ^ (1 / (p + q))
    · obtain ⟨c1, c2⟩ := component_balanced (ha i) (hb i) ht hp hq
      rw [h, c1, c2, ← mul_assoc (t ^ (p + q)), ht2]
      exact le_of_eq (by ring)
    · exact (component_lagrangian (ha i) (hb i) ht (hX i) hp hq h).le
  simp only [Finset.sum_add_distrib, ← Finset.mul_sum] at hsum
  change (p + q) * (t ^ q * work a b p q)
    < p * cost b X q + q * (t ^ (p + q) * truncError a X p) at hsum
  have h3 : t ^ (p + q) * truncError a X p ≤ t ^ q * work a b p q := by
    calc t ^ (p + q) * truncError a X p
        ≤ t ^ (p + q) * (t ^ (-p) * work a b p q) :=
          mul_le_mul_of_nonneg_left hE (Real.rpow_pos_of_pos ht _).le
      _ = t ^ q * work a b p q := by rw [← mul_assoc, ht2]
  have h4 := mul_le_mul_of_nonneg_left h3 hq.le
  have h5 : p * (t ^ q * work a b p q) < p * cost b X q := by linarith
  exact lt_of_mul_lt_mul_left h5 hp.le

/-- Balanced levels with scale `(work / eps) ^ (1 / p)` have error exactly `eps` and cost
exactly `minCost`. -/
theorem minCost_attained [Nonempty ι] {a b : ι → ℝ} {p q eps : ℝ} (ha : ∀ i, 0 < a i)
    (hb : ∀ i, 0 < b i) (hp : 0 < p) (hq : 0 < q) (heps : 0 < eps) :
    truncError a (balanced a b p q ((work a b p q / eps) ^ (1 / p))) p = eps ∧
      cost b (balanced a b p q ((work a b p q / eps) ^ (1 / p))) q
        = minCost a b p q eps := by
  have hS := work_pos ha hb p q
  obtain ⟨e1, e2⟩ := balanced_error_cost ha hb hp hq
    (Real.rpow_pos_of_pos (div_pos hS heps) (1 / p))
  rw [e1, e2]
  unfold minCost
  clear e1 e2
  generalize work a b p q = S at *
  have hp0 : p ≠ 0 := hp.ne'
  obtain ⟨σ, rfl⟩ : ∃ x, Real.exp x = S := ⟨Real.log S, Real.exp_log hS⟩
  obtain ⟨ε, rfl⟩ : ∃ x, Real.exp x = eps := ⟨Real.log eps, Real.exp_log heps⟩
  simp only [← Real.exp_sub, ← Real.exp_mul, ← Real.exp_add]
  constructor
  · congr 1
    field_simp
    ring
  · congr 1
    field_simp
    ring

/-- Every choice of positive levels with total error at most `eps` costs at least
`eps ^ (-q/p) * (∑ a ^ (q/(p+q)) * b ^ (p/(p+q))) ^ ((p+q)/p)`. -/
theorem cost_lower_bound [Nonempty ι] {a b X : ι → ℝ} {p q eps : ℝ} (ha : ∀ i, 0 < a i)
    (hb : ∀ i, 0 < b i) (hp : 0 < p) (hq : 0 < q) (hX : ∀ i, 0 < X i)
    (hE : truncError a X p ≤ eps) :
    eps ^ (-q / p) * (∑ i, a i ^ (q / (p + q)) * b i ^ (p / (p + q))) ^ ((p + q) / p)
      ≤ ∑ i, b i * X i ^ q := by
  change minCost a b p q eps ≤ cost b X q
  have heps : 0 < eps := lt_of_lt_of_le (by
    unfold truncError
    exact Finset.sum_pos (fun i _ => mul_pos (ha i) (Real.rpow_pos_of_pos (hX i) _))
      Finset.univ_nonempty) hE
  obtain ⟨e1, e2⟩ := minCost_attained ha hb hp hq heps
  have ht := Real.rpow_pos_of_pos (div_pos (work_pos ha hb p q) heps) (1 / p)
  rw [← e2]
  by_cases h : X = balanced a b p q ((work a b p q / eps) ^ (1 / p))
  · exact le_of_eq (congrArg (fun Y => cost b Y q) h.symm)
  · exact (balanced_strictly_cheapest ha hb hp hq ht hX (hE.trans_eq e1.symm) h).le

/-- Levels with total error `eps` have the minimum cost exactly when `X i ^ (p + q)` is
proportional to `a i / b i`. -/
theorem optimal_iff_proportional [Nonempty ι] {a b X : ι → ℝ} {p q eps : ℝ}
    (ha : ∀ i, 0 < a i) (hb : ∀ i, 0 < b i) (hp : 0 < p) (hq : 0 < q)
    (hX : ∀ i, 0 < X i) (hE : truncError a X p = eps) :
    cost b X q = minCost a b p q eps ↔ ∃ c, ∀ i, X i ^ (p + q) = c * (a i / b i) := by
  have hpq : p + q ≠ 0 := (add_pos hp hq).ne'
  have hr : ∀ i, 0 < a i / b i := fun i => div_pos (ha i) (hb i)
  have heps : 0 < eps := by
    rw [← hE]
    unfold truncError
    exact Finset.sum_pos (fun i _ => mul_pos (ha i) (Real.rpow_pos_of_pos (hX i) _))
      Finset.univ_nonempty
  obtain ⟨e1, e2⟩ := minCost_attained ha hb hp hq heps
  have ht := Real.rpow_pos_of_pos (div_pos (work_pos ha hb p q) heps) (1 / p)
  generalize (work a b p q / eps) ^ (1 / p) = t at *
  constructor
  · intro hc
    have hXt : X = balanced a b p q t := by
      by_contra hne
      have := balanced_strictly_cheapest ha hb hp hq ht hX (hE.trans e1.symm).le hne
      linarith
    refine ⟨t ^ (p + q), fun i => ?_⟩
    rw [hXt]
    change (t * (a i / b i) ^ (1 / (p + q))) ^ (p + q) = _
    rw [Real.mul_rpow ht.le (Real.rpow_pos_of_pos (hr i) _).le,
      ← Real.rpow_mul (hr i).le, one_div_mul_cancel hpq, Real.rpow_one]
  · rintro ⟨c, hc⟩
    have hc0 : 0 < c := by
      obtain ⟨i⟩ := ‹Nonempty ι›
      by_contra hn
      have h1 := mul_nonpos_of_nonpos_of_nonneg (not_lt.mp hn) (hr i).le
      have h2 := Real.rpow_pos_of_pos (hX i) (p + q)
      rw [hc i] at h2
      linarith
    have hs := Real.rpow_pos_of_pos hc0 (1 / (p + q))
    have hXs : X = balanced a b p q (c ^ (1 / (p + q))) := by
      funext i
      change X i = c ^ (1 / (p + q)) * (a i / b i) ^ (1 / (p + q))
      rw [← Real.mul_rpow hc0.le (hr i).le, ← hc i, ← Real.rpow_mul (hX i).le,
        mul_one_div_cancel hpq, Real.rpow_one]
    -- two different balanced choices of equal error would each be cheaper than the other
    by_cases h : X = balanced a b p q t
    · rw [h, e2]
    · have h1 := balanced_strictly_cheapest ha hb hp hq ht hX (hE.trans e1.symm).le h
      have h2 := balanced_strictly_cheapest (X := balanced a b p q t) ha hb hp hq hs
        (fun i => mul_pos ht (Real.rpow_pos_of_pos (hr i) _))
        (by rw [← hXs, e1, hE]) (by rw [← hXs]; exact fun e => h e.symm)
      rw [← hXs] at h2
      exact absurd h1 (lt_asymm h2)

/-- Tightening the error tolerance by a factor `k` multiplies the minimum cost by
`k ^ (q / p)`. -/
theorem minCost_tighten (a b : ι → ℝ) (p q : ℝ) {eps k : ℝ} (heps : 0 < eps)
    (hk : 0 < k) : minCost a b p q (eps / k) = k ^ (q / p) * minCost a b p q eps := by
  have h : (eps / k) ^ (-q / p) = k ^ (q / p) * eps ^ (-q / p) := by
    rw [Real.div_rpow heps.le hk.le, neg_div, Real.rpow_neg hk.le, div_inv_eq_mul, mul_comm]
  unfold minCost
  rw [h, mul_assoc]

end

end CompositeSchemeCost
```

```lean
#print axioms CompositeSchemeCost.cost_lower_bound
-- 'CompositeSchemeCost.cost_lower_bound' depends on axioms: [propext, Classical.choice, Quot.sound]
#print axioms CompositeSchemeCost.optimal_iff_proportional
-- 'CompositeSchemeCost.optimal_iff_proportional' depends on axioms: [propext, Classical.choice, Quot.sound]
#print axioms CompositeSchemeCost.minCost_tighten
-- 'CompositeSchemeCost.minCost_tighten' depends on axioms: [propext, Classical.choice, Quot.sound]
```

### Remarks

**What the theorems say.** `cost_lower_bound` takes positive prefactors, exponents and levels, at least one component, and total error at most `eps`. It concludes the bound with both sums written out. Positivity of `eps` is not a hypothesis there, because it follows from the positive error. `minCost_attained` supplies explicit levels with error exactly `eps` and cost exactly `minCost`. `optimal_iff_proportional` concerns levels whose error equals `eps`, and gives the proportionality criterion in both directions with one constant `c` for all components. `minCost_tighten` is the scaling law for the closed formula.

**How the proof follows the derivation.** `detuning_penalty` is the first step: it substitutes an exponential for `u`, applies `Real.add_one_lt_exp` twice, and lets `nlinarith` combine the two inequalities with weights $p$ and $q$. `component_balanced` computes the error and cost of one balanced component. Writing $a$, $b$ and $t$ as exponentials turns the identities between powers into identities between exponents, which `field_simp` and `ring` settle.

`component_lagrangian` introduces the ratio `u` of a level to its balanced value and multiplies the first inequality by $t^qw_i$. `balanced_error_cost` sums the balanced components. `balanced_strictly_cheapest` sums the component inequalities with `Finset.sum_lt_sum`, which needs one strict term; a component where `X` differs from the balanced choice provides it. The error constraint then removes the error term.

`minCost_attained` inserts the scale $(S/\varepsilon)^{1/p}$, using `work_pos` for $S>0$. The lower bound follows by cases: either `X` is this balanced choice, or it costs strictly more. For the converse in `optimal_iff_proportional`, Lean takes a slightly different route from the derivation above. Instead of solving for $s=t$, it observes that two different balanced choices with equal error would each be strictly cheaper than the other, a contradiction.

**A numerical instance.** Take two components with $p=q=1$, $a=(4,1)$, $b=(1,4)$ and $\varepsilon=1$. Then $S=\sqrt{4\cdot1}+\sqrt{1\cdot4}=4$, and the minimum cost is $S^2/\varepsilon=16$. The scale is $t=4$, so the optimal levels are $4\sqrt{4}=8$ and $4\sqrt{1/4}=2$. Their error is $4/8+1/2=1$ and their cost is $8+8=16$. Using the same level 5 for both components also gives error $4/5+1/5=1$, but costs $5+20=25$.

**One component.** With a single component there is nothing to distribute. The condition $aX^{-p}\le\varepsilon$ means $X\ge(a/\varepsilon)^{1/p}$, so the least cost is $b\,(a/\varepsilon)^{q/p}$. The general formula reduces to this, since $S^{(p+q)/p}=a^{q/p}\,b$.

**A fixed budget instead.** The summed inequality also answers the reverse question, though I have worked this version out only on paper. If the cost may be at most $B>0$, choose $t=(B/S)^{1/q}$, so that the balanced levels cost $B$. The inequality then gives

$$E(X)\ge t^{-p}S=B^{-p/q}S^{(p+q)/q},$$

with equality at those balanced levels. The rule $X_i^{p+q}\propto a_i/b_i$ is the same for both problems; only the common scale changes.
